# The potential for which $R=\sqrt{n}$ solves the radial Schrödinger equation

A particle bound in a central field, in a stationary state of definite angular momentum, has a radial function whose squared modulus $n(r)$ is the radial factor of the probability density per unit volume. It does not include the volume weight ($r^2$ in three dimensions) carried by the radial probability distribution. Sometimes this density is given while the potential is not. If the state has no radial node, its radial function can be taken as $R=\sqrt n$, and the Schrödinger equation, usually solved for $R$, can be solved for the potential $V$. The result is an explicit formula for $V$ in terms of $n$, $n'$, $n''$ and the energy $E$, valid when $n$ is strictly positive and twice differentiable for all $r>0$. It applies to a single orbital: one electron, the doubly occupied orbital of a non-interacting two-electron reference system, or a nodeless pseudo-orbital in one angular-momentum channel of a pseudopotential.

## The inversion formula

Units are $\hbar=m=1$, and in the Coulomb examples also $e^2/(4\pi\varepsilon_0)=1$. In $d$ dimensions, for angular momentum $l$, the radial Hamiltonian acts as
$$HR=-\tfrac12\Big(R''+\frac{d-1}{r}R'\Big)+\Big(\frac{l(l+d-2)}{2r^2}+V\Big)R .$$
The claim is that at each $r>0$ the equation $HR=ER$ holds if and only if $V(r)=V_{\rm inv}(r)$, where
$$V_{\rm inv}=E+\frac{n''}{4n}+\frac{(d-1)\,n'}{4rn}-\frac{n'^2}{8n^2}-\frac{l(l+d-2)}{2r^2}.$$

The chain rule gives $R'=n'/(2R)$, and the quotient rule gives
$$R''=\frac{n''}{2R}-\frac{n'R'}{2R^2}=\frac{n''}{2R}-\frac{n'^2}{4R^3}.$$
With $R^2=n$ these become $R'=R\,\dfrac{n'}{2n}$ and $R''=R\Big(\dfrac{n''}{2n}-\dfrac{n'^2}{4n^2}\Big)$. Insertion into $H$ yields
$$HR-ER=\Big[-\frac{n''}{4n}+\frac{n'^2}{8n^2}-\frac{(d-1)n'}{4rn}+\frac{l(l+d-2)}{2r^2}+V-E\Big]R=(V-V_{\rm inv})\,R .$$
Since $R>0$, the left side vanishes exactly when $V=V_{\rm inv}$. For $d=3$ and $l=0$ the formula reads $V=E+n''/(4n)+n'/(2rn)-n'^2/(8n^2)$.

The energy enters $V_{\rm inv}$ only additively. If $\sqrt n$ solves the equation, with the same $d$ and $l$, for two pairs $(V_1,E_1)$ and $(V_2,E_2)$, subtraction gives $V_1-V_2=E_1-E_2$. The density fixes $V-E$, and the choice of $E$ fixes the zero of energy.

## Densities written as $e^{-2S}$

Let $n=e^{-2S}$ with $S$ twice differentiable. Then $n'=-2S'n$ and $n''=(4S'^2-2S'')n$, so $n''/(4n)=S'^2-S''/2$, $n'^2/(8n^2)=S'^2/2$ and $n'/(4rn)=-S'/(2r)$. Therefore
$$V_{\rm inv}=E+\frac{S'^2-S''}{2}-\frac{(d-1)S'}{2r}-\frac{l(l+d-2)}{2r^2}.$$

For $n=e^{-2Zr}$, with a real constant $Z$ that plays the part of the nuclear charge, $S=Zr$, $S'=Z$ and $S''=0$. With $d=3$, $l=0$ this gives $V_{\rm inv}=E+Z^2/2-Z/r$. The value $E=-Z^2/2$ puts the zero of energy at infinity and leaves $V=-Z/r$.

For $n=r^{2l}e^{-2\kappa r}$ with $\kappa=Z/(l+1)$, one has $S=\kappa r-l\ln r$, $S'=\kappa-l/r$ and $S''=l/r^2$. In $d=3$,
$$\frac{S'^2-S''}{2}-\frac{S'}{r}=\frac{\kappa^2}{2}-\frac{\kappa(l+1)}{r}+\frac{l(l+1)}{2r^2}.$$
The last term cancels the centrifugal one, and $E=-\kappa^2/2=-Z^2/(2(l+1)^2)$ leaves $V=-Z/r$ again.

For $n=e^{-\omega r^2}$, with a real constant $\omega$ that plays the part of the oscillator frequency, $S=\omega r^2/2$, $S'=\omega r$ and $S''=\omega$. With $l=0$,
$$V_{\rm inv}=E+\frac{\omega^2r^2-\omega}{2}-\frac{(d-1)\,\omega}{2}=E-\frac{d\omega}{2}+\frac{\omega^2r^2}{2},$$
and $E=d\omega/2$ puts the zero of energy at the centre of the well, $V=\omega^2r^2/2$.

These densities carry no prefactor, and a positive constant factor cancels from $n'/n$ and $n''/n$. For $Z>0$ and $\omega>0$, normalisation to one particle over all space gives $(Z^3/\pi)\,e^{-2Zr}$ and $(\omega/\pi)^{d/2}e^{-\omega r^2}$, and the condition $\int_0^\infty n\,r^2\,dr=1$ puts the factor $(2\kappa)^{2l+3}/(2l+2)!$ in front of $r^{2l}e^{-2\kappa r}$. These prefactors and their cancellation are ordinary calculus and appear in none of the theorems below.

## The cases $d=1$, $l=0$ and $Z=0$

For $d=1$, $l=0$ both terms with explicit $r$ vanish, and the formula on the half-line is $V=E+n''/(4n)-n'^2/(8n^2)$, which is $E+R''/(2R)$. At $l=0$ the second example is the first. At $Z=0$ it becomes $n=r^{2l}$ with $E=0$ and $V=0$: the function $R=r^l$ solves the free radial equation at zero energy, although it is not normalisable.

## Density, amplitude and Hamiltonian in Lean

Functions of the radius are modelled as maps `ℝ → ℝ`, and every statement is restricted to $r>0$ by a hypothesis `0 < r`.

```lean
import Mathlib

open Real Filter Topology

namespace SphericalDensityInversion

noncomputable section
```

`SphericalDensity n` collects the three assumptions on the density: `pos` says $n>0$, `diff` says that $n$ is differentiable, and `diff2` says that `deriv n` is differentiable, each at every $r>0$. Positivity is the physical condition that the state has no radial node. It is assumed, not derived from a ground-state property. Nothing is required at the origin, at infinity, or of $\int n$.

```lean
/-- A radial density that is positive and twice differentiable for r > 0. -/
structure SphericalDensity (n : ℝ → ℝ) : Prop where
  pos : ∀ r, 0 < r → 0 < n r
  diff : ∀ r, 0 < r → DifferentiableAt ℝ n r
  diff2 : ∀ r, 0 < r → DifferentiableAt ℝ (deriv n) r

/-- The radial amplitude R = √n of a density n. -/
def amplitude (n : ℝ → ℝ) : ℝ → ℝ := fun r => √(n r)
```

`radialH d l V R r` is the number $(HR)(r)$, with $R'$ as `deriv R` and $R''$ as `deriv (deriv R)`. The function is $R$ itself and not the reduced function $rR$, hence the first-derivative term. The natural numbers `d` and `l` are cast to reals before any subtraction. They are unrestricted, so $d=0$, and $d=1$ with $l\ge2$, are admitted as algebraic cases without spatial meaning. The centrifugal coefficient $l(l+d-2)$ is part of the definition; the separation of the $d$-dimensional Laplacian into radial and angular parts is not derived. For $l>0$ the function $n=R^2$ is the radial factor of the density and omits the angular dependence. The potential `V` is an arbitrary function, with no continuity assumed.

```lean
/-- The radial Hamiltonian in d dimensions with angular momentum l and potential V:
-(R'' + (d-1)R'/r)/2 + (l(l+d-2)/(2r²) + V) R. -/
def radialH (d l : ℕ) (V R : ℝ → ℝ) (r : ℝ) : ℝ :=
  -(deriv (deriv R) r + ((d : ℝ) - 1) / r * deriv R r) / 2
    + ((l : ℝ) * (l + d - 2) / (2 * r ^ 2) + V r) * R r
```

`invertedPotential d l E n r` is $V_{\rm inv}(r)$ term by term.

```lean
/-- The potential built from the density and the energy:
E + n''/(4n) + (d-1)n'/(4rn) - n'²/(8n²) - l(l+d-2)/(2r²). -/
def invertedPotential (d l : ℕ) (E : ℝ) (n : ℝ → ℝ) (r : ℝ) : ℝ :=
  E + deriv (deriv n) r / (4 * n r) + ((d : ℝ) - 1) * deriv n r / (4 * r * n r)
    - deriv n r ^ 2 / (8 * n r ^ 2) - (l : ℝ) * (l + d - 2) / (2 * r ^ 2)
```

The three example densities follow, unnormalised, with `Z` and `ω` real numbers of either sign.

```lean
/-- The density exp(-2Zr). -/
def slaterDensity (Z r : ℝ) : ℝ := exp (-2 * Z * r)

/-- The density r^(2l) exp(-2Zr/(l+1)). -/
def nodelessDensity (Z : ℝ) (l : ℕ) (r : ℝ) : ℝ := r ^ (2 * l) * exp (-2 * Z * r / (l + 1))

/-- The density exp(-ωr²). -/
def gaussianDensity (ω r : ℝ) : ℝ := exp (-ω * r ^ 2)
```

## The two derivatives of the amplitude

Lean's `deriv` returns zero where a function is not differentiable, so the derivatives of $R$ are stated as `HasDerivAt`, which includes differentiability. The first is the chain rule for the square root, `HasDerivAt.sqrt` applied to `h.diff`, with `h.pos` supplying $n(r)\neq0$.

```lean
variable {n : ℝ → ℝ} {r : ℝ}

/-- The amplitude has derivative R' = n'/(2R). -/
theorem amplitude_hasDerivAt (h : SphericalDensity n) (hr : 0 < r) :
    HasDerivAt (amplitude n) (deriv n r / (2 * amplitude n r)) r :=
  (h.diff r hr).hasDerivAt.sqrt (h.pos r hr).ne'
```

To differentiate $R'=n'/(2R)$ one needs the identity near $r$ and not only at $r$. The step `e` provides this: the half-line $r>0$ is a neighbourhood of the point (`Ioi_mem_nhds hr`), and the previous theorem holds throughout it. The step `q` is the quotient rule for $n'/(2R)$, `congr_of_eventuallyEq` transfers it to `deriv (amplitude n)`, and `field_simp` with `ring` brings the result into the form $n''/(2R)-n'^2/(4R^3)$.

```lean
/-- The amplitude has second derivative R'' = n''/(2R) - n'²/(4R³). -/
theorem amplitude_deriv_hasDerivAt (h : SphericalDensity n) (hr : 0 < r) :
    HasDerivAt (deriv (amplitude n))
      (deriv (deriv n) r / (2 * amplitude n r) - deriv n r ^ 2 / (4 * amplitude n r ^ 3)) r := by
  have ha : 0 < amplitude n r := Real.sqrt_pos.mpr (h.pos r hr)
  have ha' : amplitude n r ≠ 0 := ha.ne'
  -- R' = n'/(2R) holds on a neighbourhood of r, so the quotient rule applies
  have e : deriv (amplitude n) =ᶠ[𝓝 r] fun x => deriv n x / (2 * amplitude n x) := by
    filter_upwards [Ioi_mem_nhds hr] with x hx using (amplitude_hasDerivAt h hx).deriv
  have q := (h.diff2 r hr).hasDerivAt.fun_div ((amplitude_hasDerivAt h hr).const_mul 2)
    (mul_ne_zero two_ne_zero ha')
  refine (q.congr_of_eventuallyEq e).congr_deriv ?_
  field_simp
  all_goals ring
```

## The residual and the equivalence

`residual` is the identity $HR-ER=(V-V_{\rm inv})R$. The proof substitutes both derivatives and replaces $n$ by $R^2$ through `hsq`. What remains is a rational identity in $R$, $r$, $n'$, $n''$, which is cleared of denominators using $R\neq0$ and $r\neq0$.

```lean
/-- The residual of the radial equation for R = √n is the difference between V and the
inverted potential, times R. -/
theorem residual (h : SphericalDensity n) (d l : ℕ) (V : ℝ → ℝ) (E : ℝ) (hr : 0 < r) :
    radialH d l V (amplitude n) r - E * amplitude n r
      = (V r - invertedPotential d l E n r) * amplitude n r := by
  have ha : 0 < amplitude n r := Real.sqrt_pos.mpr (h.pos r hr)
  have ha' : amplitude n r ≠ 0 := ha.ne'
  have hr' : r ≠ 0 := hr.ne'
  have hsq : n r = amplitude n r ^ 2 := (Real.sq_sqrt (h.pos r hr).le).symm
  unfold radialH invertedPotential
  -- insert R'', R' and n = R²
  rw [(amplitude_deriv_hasDerivAt h hr).deriv, (amplitude_hasDerivAt h hr).deriv, hsq]
  field_simp
  all_goals ring
```

`inversion_iff` is the main theorem. For a density satisfying `SphericalDensity`, for any `d`, `l`, `V`, `E` and any single radius $r>0$, the equation $HR=ER$ at $r$ is equivalent to $V(r)=V_{\rm inv}(r)$. In the forward direction the residual is zero, so the product $(V-V_{\rm inv})R$ is zero, and `resolve_right ha.ne'` discards the alternative $R=0$. In the reverse direction the first factor vanishes and the residual with it. The statement concerns the differential equation alone. It doesn't say that $R$ is square-integrable, that it meets a boundary condition at the origin, or that $E$ belongs to the spectrum of a self-adjoint operator.

```lean
/-- R = √n satisfies the radial equation with energy E at r > 0 exactly when V(r) equals the
inverted potential, for any dimension d and angular momentum l. -/
theorem inversion_iff (h : SphericalDensity n) (d l : ℕ) (V : ℝ → ℝ) (E : ℝ) (hr : 0 < r) :
    radialH d l V (amplitude n) r = E * amplitude n r ↔ V r = invertedPotential d l E n r := by
  have ha : 0 < amplitude n r := Real.sqrt_pos.mpr (h.pos r hr)
  have key := residual h d l V E hr
  constructor
  · intro h1
    -- R does not vanish, so it can be divided out
    rw [h1, sub_self] at key
    have := (mul_eq_zero.mp key.symm).resolve_right ha.ne'
    linarith
  · intro h1
    rw [h1, sub_self, zero_mul] at key
    linarith
```

`inversion_s_wave` writes out $d=3$, $l=0$, again for a density satisfying `SphericalDensity`, with `radialH` and `invertedPotential` expanded; `e1` and `e2` evaluate the two sides of the general theorem at these values.

```lean
/-- For R = √n and r > 0: -(R'' + 2R'/r)/2 + VR = ER holds exactly when
V = E + n''/(4n) + n'/(2rn) - n'²/(8n²). -/
theorem inversion_s_wave (h : SphericalDensity n) (V : ℝ → ℝ) (E : ℝ) (hr : 0 < r) :
    -(deriv (deriv (amplitude n)) r + 2 * deriv (amplitude n) r / r) / 2
        + V r * amplitude n r = E * amplitude n r ↔
      V r = E + deriv (deriv n) r / (4 * n r) + deriv n r / (2 * r * n r)
        - deriv n r ^ 2 / (8 * n r ^ 2) := by
  have key := inversion_iff h 3 0 V E hr
  have e1 : radialH 3 0 V (amplitude n) r =
      -(deriv (deriv (amplitude n)) r + 2 * deriv (amplitude n) r / r) / 2
        + V r * amplitude n r := by
    unfold radialH
    push_cast
    ring
  have e2 : invertedPotential 3 0 E n r =
      E + deriv (deriv n) r / (4 * n r) + deriv n r / (2 * r * n r)
        - deriv n r ^ 2 / (8 * n r ^ 2) := by
    unfold invertedPotential
    push_cast
    ring
  rwa [e1, e2] at key
```

`potential_unique` applies the forward direction to both pairs at each $r>0$ and subtracts, so that all terms in $n$ cancel. The conclusion resembles the Hohenberg–Kohn statement that a density fixes the potential up to a constant, but the setting is narrower. Here there is one orbital, assumed equal to $\sqrt n$ for both potentials with a common `d` and `l`, and neither interacting particles nor a variational argument about ground states occur.

```lean
/-- If √n solves the radial equation for two potentials and energies, the potentials differ
on r > 0 by the constant difference of the energies. -/
theorem potential_unique (h : SphericalDensity n) (d l : ℕ) (V₁ V₂ : ℝ → ℝ) (E₁ E₂ : ℝ)
    (h₁ : ∀ r, 0 < r → radialH d l V₁ (amplitude n) r = E₁ * amplitude n r)
    (h₂ : ∀ r, 0 < r → radialH d l V₂ (amplitude n) r = E₂ * amplitude n r) :
    ∀ r, 0 < r → V₁ r - V₂ r = E₁ - E₂ := by
  intro r hr
  rw [(inversion_iff h d l V₁ E₁ hr).mp (h₁ r hr), (inversion_iff h d l V₂ E₂ hr).mp (h₂ r hr)]
  unfold invertedPotential
  ring
```

## The exponential form and the three examples

In `exp_density` the functions `S₁` and `S₂` stand for $S'$ and $S''$, tied to `S` by `h1` and `h2`, and `hn` requires $n=e^{-2S}$ only for $r>0$. The conclusion has two parts: $n$ is a `SphericalDensity`, and $V_{\rm inv}$ has the form in $S$ for all `d`, `l`, `E`. The steps `d1` and `d2` are $n'=-2S'n$ and its derivative by the product rule, each moved across a neighbourhood as before.

```lean
/-- A density n = exp(-2S) with S twice differentiable is a spherical density, and its inverted
potential is E + (S'² - S'')/2 - (d-1)S'/(2r) - l(l+d-2)/(2r²). -/
theorem exp_density {S S₁ S₂ : ℝ → ℝ} (hn : ∀ r, 0 < r → n r = exp (-2 * S r))
    (h1 : ∀ r, 0 < r → HasDerivAt S (S₁ r) r) (h2 : ∀ r, 0 < r → HasDerivAt S₁ (S₂ r) r) :
    SphericalDensity n ∧ ∀ (d l : ℕ) (E r : ℝ), 0 < r → invertedPotential d l E n r =
      E + (S₁ r ^ 2 - S₂ r) / 2 - ((d : ℝ) - 1) * S₁ r / (2 * r)
        - (l : ℝ) * (l + d - 2) / (2 * r ^ 2) := by
  have hpos : ∀ r, 0 < r → 0 < n r := fun r hr => by rw [hn r hr]; exact exp_pos _
  -- n' = -2S'n
  have d1 : ∀ r, 0 < r → HasDerivAt n (n r * (-2 * S₁ r)) r := by
    intro r hr
    have e : n =ᶠ[𝓝 r] fun x => exp (-2 * S x) := by
      filter_upwards [Ioi_mem_nhds hr] with x hx using hn x hx
    rw [hn r hr]
    exact ((h1 r hr).const_mul (-2)).exp.congr_of_eventuallyEq e
  -- n'' = (4S'² - 2S'')n
  have d2 : ∀ r, 0 < r → HasDerivAt (deriv n)
      (n r * (-2 * S₁ r) * (-2 * S₁ r) + n r * (-2 * S₂ r)) r := by
    intro r hr
    have e : deriv n =ᶠ[𝓝 r] fun x => n x * (-2 * S₁ x) := by
      filter_upwards [Ioi_mem_nhds hr] with x hx using (d1 x hx).deriv
    exact ((d1 r hr).fun_mul ((h2 r hr).const_mul (-2))).congr_of_eventuallyEq e
  refine ⟨⟨hpos, fun r hr => (d1 r hr).differentiableAt,
    fun r hr => (d2 r hr).differentiableAt⟩, fun d l E r hr => ?_⟩
  have hr' : r ≠ 0 := hr.ne'
  have hn' : n r ≠ 0 := (hpos r hr).ne'
  unfold invertedPotential
  rw [(d2 r hr).deriv, (d1 r hr).deriv]
  field_simp
  all_goals ring
```

Each example theorem states that the density is a `SphericalDensity` and that, for the given energy, the radial equation holds at all $r>0$ exactly when $V$ is the stated potential at all $r>0$. The proofs share one pattern: `hn` writes $n$ as $e^{-2S}$, the derivatives of $S$ are supplied, `key` evaluates $V_{\rm inv}$, and `forall₂_congr` reduces the equivalence to `inversion_iff` at each radius. No sign of `Z` is assumed; for $Z\le 0$ the identity holds for a function that does not decay and describes no bound state.

```lean
/-- The density exp(-2Zr) is a spherical density, and its amplitude solves the three-dimensional
l = 0 equation with E = -Z²/2 exactly when V = -Z/r on r > 0. -/
theorem slater_witness (Z : ℝ) (V : ℝ → ℝ) :
    SphericalDensity (slaterDensity Z) ∧
      ((∀ r, 0 < r → radialH 3 0 V (amplitude (slaterDensity Z)) r
          = -Z ^ 2 / 2 * amplitude (slaterDensity Z) r) ↔ ∀ r, 0 < r → V r = -Z / r) := by
  have hn : ∀ r : ℝ, 0 < r → slaterDensity Z r = exp (-2 * (Z * r)) := by
    intro r _
    unfold slaterDensity
    rw [mul_assoc]
  have h1 : ∀ r : ℝ, 0 < r → HasDerivAt (fun x : ℝ => Z * x) Z r :=
    fun r _ => ((hasDerivAt_id' r).const_mul Z).congr_deriv (mul_one Z)
  obtain ⟨hd, hv⟩ := exp_density (S := fun x => Z * x) (S₁ := fun _ => Z) (S₂ := fun _ => 0)
    hn h1 (fun r _ => hasDerivAt_const r Z)
  refine ⟨hd, forall₂_congr fun r hr => ?_⟩
  have key : invertedPotential 3 0 (-Z ^ 2 / 2) (slaterDensity Z) r = -Z / r := by
    rw [hv 3 0 _ r hr]
    push_cast
    ring
  rw [inversion_iff hd 3 0 V _ hr, key]
```

In `nodeless_witness` the step `hn` uses $r^{2l}=e^{2l\ln r}$, which needs $r>0$, and `h1`, `h2` are $S'=\kappa-l/r$ and $S''=l/r^2$ with $\kappa$ written as `Z / (l + 1)`. The cancellation of the centrifugal term happens in `key`.

```lean
/-- The density r^(2l) exp(-2Zr/(l+1)) is a spherical density, and its amplitude solves the
three-dimensional equation of angular momentum l with E = -Z²/(2(l+1)²) exactly when
V = -Z/r on r > 0. -/
theorem nodeless_witness (Z : ℝ) (l : ℕ) (V : ℝ → ℝ) :
    SphericalDensity (nodelessDensity Z l) ∧
      ((∀ r, 0 < r → radialH 3 l V (amplitude (nodelessDensity Z l)) r
          = -Z ^ 2 / (2 * ((l : ℝ) + 1) ^ 2) * amplitude (nodelessDensity Z l) r) ↔
        ∀ r, 0 < r → V r = -Z / r) := by
  -- here S = Zr/(l+1) - l log r
  have hn : ∀ r : ℝ, 0 < r →
      nodelessDensity Z l r = exp (-2 * (Z / (l + 1) * r - l * log r)) := by
    intro r hr
    have e : -2 * (Z / (l + 1) * r - l * log r)
        = ((2 * l : ℕ) : ℝ) * log r + -2 * Z * r / (l + 1) := by
      push_cast
      ring
    unfold nodelessDensity
    rw [e, Real.exp_add, Real.exp_nat_mul, Real.exp_log hr]
  have h1 : ∀ r : ℝ, 0 < r →
      HasDerivAt (fun x : ℝ => Z / (l + 1) * x - l * log x) (Z / (l + 1) - l * r⁻¹) r :=
    fun r hr => (((hasDerivAt_id' r).const_mul (Z / ((l : ℝ) + 1))).fun_sub
      ((Real.hasDerivAt_log hr.ne').const_mul (l : ℝ))).congr_deriv (by ring)
  have h2 : ∀ r : ℝ, 0 < r →
      HasDerivAt (fun x : ℝ => Z / (l + 1) - l * x⁻¹) (l * (r ^ 2)⁻¹) r :=
    fun r hr => (((hasDerivAt_inv hr.ne').const_mul (l : ℝ)).const_sub
      (Z / ((l : ℝ) + 1))).congr_deriv (by ring)
  obtain ⟨hd, hv⟩ := exp_density (S := fun x => Z / (l + 1) * x - l * log x)
    (S₁ := fun x => Z / (l + 1) - l * x⁻¹) (S₂ := fun x => l * (x ^ 2)⁻¹) hn h1 h2
  refine ⟨hd, forall₂_congr fun r hr => ?_⟩
  have key : invertedPotential 3 l (-Z ^ 2 / (2 * ((l : ℝ) + 1) ^ 2)) (nodelessDensity Z l) r
      = -Z / r := by
    have hr' : r ≠ 0 := hr.ne'
    have hl : (l : ℝ) + 1 ≠ 0 := by positivity
    rw [hv 3 l _ r hr]
    push_cast
    field_simp
    all_goals ring
  rw [inversion_iff hd 3 l V _ hr, key]
```

`gaussian_witness` keeps the dimension `d` free and takes $l=0$, with $S'=\omega r$ in `h1` and $S''=\omega$ in `h2`. The amplitude decays only for $\omega>0$, while the identity holds for every real `ω`.

```lean
/-- The density exp(-ωr²) is a spherical density, and its amplitude solves the d-dimensional
l = 0 equation with E = dω/2 exactly when V = ω²r²/2 on r > 0. -/
theorem gaussian_witness (ω : ℝ) (d : ℕ) (V : ℝ → ℝ) :
    SphericalDensity (gaussianDensity ω) ∧
      ((∀ r, 0 < r → radialH d 0 V (amplitude (gaussianDensity ω)) r
          = d * ω / 2 * amplitude (gaussianDensity ω) r) ↔
        ∀ r, 0 < r → V r = ω ^ 2 * r ^ 2 / 2) := by
  have hn : ∀ r : ℝ, 0 < r → gaussianDensity ω r = exp (-2 * (ω / 2 * (r * r))) := by
    intro r _
    unfold gaussianDensity
    congr 1
    ring
  have h1 : ∀ r : ℝ, 0 < r → HasDerivAt (fun x : ℝ => ω / 2 * (x * x)) (ω * r) r :=
    fun r _ => (((hasDerivAt_id' r).fun_mul (hasDerivAt_id' r)).const_mul
      (ω / 2)).congr_deriv (by ring)
  have h2 : ∀ r : ℝ, 0 < r → HasDerivAt (fun x : ℝ => ω * x) ω r :=
    fun r _ => ((hasDerivAt_id' r).const_mul ω).congr_deriv (mul_one ω)
  obtain ⟨hd, hv⟩ := exp_density (S := fun x => ω / 2 * (x * x)) (S₁ := fun x => ω * x)
    (S₂ := fun _ => ω) hn h1 h2
  refine ⟨hd, forall₂_congr fun r hr => ?_⟩
  have key : invertedPotential d 0 (d * ω / 2) (gaussianDensity ω) r = ω ^ 2 * r ^ 2 / 2 := by
    have hr' : r ≠ 0 := hr.ne'
    rw [hv d 0 _ r hr]
    push_cast
    field_simp
    all_goals ring
  rw [inversion_iff hd d 0 V _ hr, key]

end

end SphericalDensityInversion
```

```lean
#print axioms SphericalDensityInversion.inversion_s_wave
#print axioms SphericalDensityInversion.potential_unique
```

```
'SphericalDensityInversion.inversion_s_wave' depends on axioms: [propext, Classical.choice, Quot.sound]
'SphericalDensityInversion.potential_unique' depends on axioms: [propext, Classical.choice, Quot.sound]
```
